# Weyl's inequalities for the eigenvalues of a sum of Hermitian matrices

When two Hermitian matrices are added, their sorted eigenvalues need not add level by level. Take $A=\mathrm{diag}(0,1)$ and $B=\mathrm{diag}(1,0)$. Each has eigenvalues 0 and 1, so adding level by level predicts 0 and 2. But $A+B$ is the identity, with both eigenvalues equal to 1: the prediction is too low for the lower level and too high for the upper one.

Weyl's inequality gives a lower bound that does hold. With ascending eigenvalues numbered from 1, the $(i+j-1)$-th eigenvalue of $A+B$ is at least the $i$-th of $A$ plus the $j$-th of $B$, whenever $i+j-1\le n$. The Lean code numbers from 0, and so does everything below; the index of the sum is then simply $i+j$.

## Operators, energies and ordered levels

```lean
import Mathlib

open Module
open scoped InnerProductSpace ComplexConjugate

namespace WeylInequalities

noncomputable section

variable {E : Type*} [NormedAddCommGroup E] [InnerProductSpace ℂ E] [FiniteDimensional ℂ E]
variable {n : ℕ} {T U : E →ₗ[ℂ] E}
```

The state space `E` is a complex inner product space of finite dimension, and `T` and `U` are linear operators on it. Later hypotheses make them symmetric, which here means Hermitian, and `hn` fixes the dimension as $n$.

```lean
/-- The energy form `Re ⟨x, T x⟩` of an operator `T` in the (not necessarily normalised)
state `x`. -/
def energy (T : E →ₗ[ℂ] E) (x : E) : ℝ := (⟪x, T x⟫_ℂ).re
```

This is $\mathcal E_T(x)=\mathrm{Re}\langle x,Tx\rangle$. The inner product is linear in its second slot. For nonzero $x$ and symmetric $T$, the normalised expectation value is $\mathcal E_T(x)/\|x\|^2$.

```lean
/-- The `k`-th eigenvalue of a symmetric operator in ascending order, counted with multiplicity
and numbered from `0`. -/
def level (hT : T.IsSymmetric) (hn : finrank ℂ E = n) (k : Fin n) : ℝ :=
  hT.eigenvalues hn k.rev
```

Write $\lambda_k(T)$ for `level`. The type `Fin n` contains the indices $0,\dots,n-1$. Mathlib sorts eigenvalues in descending order, so `k.rev`, which is $n-1-k$, turns the list round.

```lean
/-- An orthonormal basis of eigenstates, listed in the order of the levels. -/
def states (hT : T.IsSymmetric) (hn : finrank ℂ E = n) : OrthonormalBasis (Fin n) ℂ E :=
  (hT.eigenvectorBasis hn).reindex Fin.revPerm
```

The eigenvectors are turned round in the same way. Call them $\varphi_k$, or $\varphi_k^T$ when the operator matters.

```lean
/-- The levels are in ascending order. -/
theorem level_mono (hT : T.IsSymmetric) (hn : finrank ℂ E = n) : Monotone (level hT hn) :=
  fun _ _ h => hT.eigenvalues_antitone hn (Fin.rev_le_rev.mpr h)
```

If $i\le k$, then $\lambda_i(T)\le\lambda_k(T)$. Degenerate levels are repeated.

```lean
/-- The `k`-th eigenstate solves the eigenvalue equation with the `k`-th level. -/
theorem apply_states (hT : T.IsSymmetric) (hn : finrank ℂ E = n) (k : Fin n) :
    T (states hT hn k) = (level hT hn k : ℂ) • states hT hn k := by
  unfold states level
  rw [OrthonormalBasis.reindex_apply]
  exact hT.apply_eigenvectorBasis hn k.rev
```

This is $T\varphi_k=\lambda_k\varphi_k$, with the real level read as a complex number.

## Energies bounded by missing overlaps

```lean
/-- The energy form is the sum of the levels weighted by the squared overlaps with the
eigenstates. -/
theorem energy_eq_sum (hT : T.IsSymmetric) (hn : finrank ℂ E = n) (x : E) :
    energy T x = ∑ i, level hT hn i * ‖⟪states hT hn i, x⟫_ℂ‖ ^ 2 := by
  have h : ∀ i, ⟪x, states hT hn i⟫_ℂ * ⟪states hT hn i, T x⟫_ℂ
      = ((level hT hn i * ‖⟪states hT hn i, x⟫_ℂ‖ ^ 2 : ℝ) : ℂ) := by
    intro i
    -- move `T` onto the eigenstate
    rw [← hT (states hT hn i) x, apply_states, inner_smul_left, Complex.conj_ofReal,
      ← inner_conj_symm x (states hT hn i)]
    have hz := Complex.conj_mul' ⟪states hT hn i, x⟫_ℂ
    push_cast
    linear_combination (level hT hn i : ℂ) * hz
  rw [energy, ← (states hT hn).sum_inner_mul_inner x (T x),
    Finset.sum_congr rfl (fun i _ => h i), ← Complex.ofReal_sum, Complex.ofReal_re]
```

By hand, insert the complete basis and move $T$ onto the eigenstate:

$$\langle x,Tx\rangle=\sum_i\langle x,\varphi_i\rangle\langle T\varphi_i,x\rangle=\sum_i\lambda_i|\langle\varphi_i,x\rangle|^2.$$

The inner statement `h` does this for one term, and the last `rw` sums the terms and takes the real part.

```lean
/-- A state orthogonal to all eigenstates below the `k`-th has energy form at least the `k`-th
level times its squared norm. -/
theorem level_le_energy (hT : T.IsSymmetric) (hn : finrank ℂ E = n) (k : Fin n) (x : E)
    (h : ∀ i ∈ Finset.Iio k, ⟪states hT hn i, x⟫_ℂ = 0) :
    level hT hn k * ‖x‖ ^ 2 ≤ energy T x := by
  rw [energy_eq_sum hT hn, ← (states hT hn).sum_sq_norm_inner_right x, Finset.mul_sum]
  refine Finset.sum_le_sum fun i _ => ?_
  rcases lt_or_ge i k with hi | hi
  · simp [h i (Finset.mem_Iio.mpr hi)]
  · exact mul_le_mul_of_nonneg_right (level_mono hT hn hi) (by positivity)
```

Suppose $x$ has no overlap with the states below $k$; `Finset.Iio k` is that set of indices. Since $\|x\|^2=\sum_i|\langle\varphi_i,x\rangle|^2$,

$$\mathcal E_T(x)-\lambda_k\|x\|^2=\sum_{i\ge k}(\lambda_i-\lambda_k)|\langle\varphi_i,x\rangle|^2\ge0.$$

Lean compares the two sums term by term: `rcases` separates $i<k$, where the overlap vanishes, from $i\ge k$, where the ordering of levels applies.

```lean
/-- A state orthogonal to all eigenstates above the `k`-th has energy form at most the `k`-th
level times its squared norm. -/
theorem energy_le_level (hT : T.IsSymmetric) (hn : finrank ℂ E = n) (k : Fin n) (x : E)
    (h : ∀ i ∈ Finset.Ioi k, ⟪states hT hn i, x⟫_ℂ = 0) :
    energy T x ≤ level hT hn k * ‖x‖ ^ 2 := by
  rw [energy_eq_sum hT hn, ← (states hT hn).sum_sq_norm_inner_right x, Finset.mul_sum]
  refine Finset.sum_le_sum fun i _ => ?_
  rcases lt_or_ge k i with hi | hi
  · simp [h i (Finset.mem_Ioi.mpr hi)]
  · exact mul_le_mul_of_nonneg_right (level_mono hT hn hi) (by positivity)
```

With no overlap above $k$ (`Finset.Ioi k`), only terms with $\lambda_i\le\lambda_k$ remain, so $\mathcal E_T(x)\le\lambda_k\|x\|^2$.

## One state that meets all the conditions

```lean
/-- Fewer than `n` orthogonality conditions, drawn from three families of vectors, leave a
nonzero state in an `n`-dimensional space. -/
theorem exists_common_state (hn : finrank ℂ E = n) (u v w : Fin n → E) (p q r : Finset (Fin n))
    (hc : p.card + q.card + r.card < n) :
    ∃ x : E, x ≠ 0 ∧ (∀ a ∈ p, ⟪u a, x⟫_ℂ = 0) ∧ (∀ a ∈ q, ⟪v a, x⟫_ℂ = 0) ∧
      ∀ a ∈ r, ⟪w a, x⟫_ℂ = 0 := by
  let g : (p ⊕ q ⊕ r) → E :=
    Sum.elim (fun a => u a) (Sum.elim (fun a => v a) (fun a => w a))
  -- all overlaps together form a linear map into a smaller space
  let f : E →ₗ[ℂ] ((p ⊕ q ⊕ r) → ℂ) := LinearMap.pi fun a => innerₛₗ ℂ (g a)
  have hf : finrank ℂ ((p ⊕ q ⊕ r) → ℂ) < finrank ℂ E := by
    rw [finrank_fintype_fun_eq_card, hn, Fintype.card_sum, Fintype.card_sum,
      Fintype.card_coe, Fintype.card_coe, Fintype.card_coe]
    omega
  obtain ⟨x, hx, hx0⟩ :=
    Submodule.exists_mem_ne_zero_of_ne_bot (LinearMap.ker_ne_bot_of_finrank_lt (f := f) hf)
  have h : ∀ a, ⟪g a, x⟫_ℂ = 0 := fun a => congrFun (LinearMap.mem_ker.mp hx) a
  exact ⟨x, hx0, fun a ha => h (Sum.inl ⟨a, ha⟩), fun a ha => h (Sum.inr (Sum.inl ⟨a, ha⟩)),
    fun a ha => h (Sum.inr (Sum.inr ⟨a, ha⟩))⟩
```

The proof turns on `LinearMap.ker_ne_bot_of_finrank_lt`: a linear map into a space of smaller dimension sends some nonzero vector to zero. To use it, the code collects all the required overlaps into one map,

$$f(x)=(\langle g_a,x\rangle)_a,$$

where $g_a$ runs over the selected vectors of the three families `u`, `v` and `w`. The index type `p ⊕ q ⊕ r` is a disjoint union, so its size is the sum of the three set sizes, even if the same vector occurs twice. The vectors need not be independent. If there are fewer than $n$ conditions, the kernel of $f$ contains a nonzero $x$, and membership of the kernel says precisely that every listed overlap vanishes.

## The lower and upper inequalities

```lean
/-- Weyl's inequality for symmetric operators: with levels numbered from `0`, level `i + j` of
`T + U` is at least level `i` of `T` plus level `j` of `U`. -/
theorem weyl_lower (hT : T.IsSymmetric) (hU : U.IsSymmetric) (hn : finrank ℂ E = n)
    (i j k : Fin n) (hk : (i : ℕ) + j = k) :
    level hT hn i + level hU hn j ≤ level (hT.add hU) hn k := by
  obtain ⟨x, hx, h1, h2, h3⟩ := exists_common_state hn (states hT hn) (states hU hn)
    (states (hT.add hU) hn) (Finset.Iio i) (Finset.Iio j) (Finset.Ioi k) (by
      rw [Fin.card_Iio, Fin.card_Iio, Fin.card_Ioi]
      omega)
  have e1 := level_le_energy hT hn i x h1
  have e2 := level_le_energy hU hn j x h2
  have e3 := energy_le_level (hT.add hU) hn k x h3
  have e4 : energy (T + U) x = energy T x + energy U x := by
    simp [energy]
  have hpos : 0 < ‖x‖ ^ 2 := pow_pos (norm_pos_iff.mpr hx) 2
  exact le_of_mul_le_mul_right (by linarith) hpos
```

Let $i+j=k$. Require $x$ to be orthogonal to

- the $i$ lowest eigenstates of $T$,
- the $j$ lowest eigenstates of $U$,
- the $n-1-k$ highest eigenstates of $T+U$.

That makes $i+j+(n-1-k)=n-1$ conditions, so a nonzero $x$ exists. For this one state,

$$(\lambda_i(T)+\lambda_j(U))\|x\|^2\le\mathcal E_T(x)+\mathcal E_U(x)=\mathcal E_{T+U}(x)\le\lambda_k(T+U)\|x\|^2.$$

Dividing by $\|x\|^2>0$ gives the claim. In Lean, `omega` checks the count, `e1` to `e4` are the energy relations, `linarith` chains them, and `le_of_mul_le_mul_right` cancels the norm.

```lean
/-- The dual Weyl inequality: with levels numbered from `0` and `i + j = k + (n - 1)`, level `k`
of `T + U` is at most level `i` of `T` plus level `j` of `U`. -/
theorem weyl_upper (hT : T.IsSymmetric) (hU : U.IsSymmetric) (hn : finrank ℂ E = n)
    (i j k : Fin n) (hk : (i : ℕ) + j = k + (n - 1)) :
    level (hT.add hU) hn k ≤ level hT hn i + level hU hn j := by
  obtain ⟨x, hx, h1, h2, h3⟩ := exists_common_state hn (states hT hn) (states hU hn)
    (states (hT.add hU) hn) (Finset.Ioi i) (Finset.Ioi j) (Finset.Iio k) (by
      rw [Fin.card_Ioi, Fin.card_Ioi, Fin.card_Iio]
      omega)
  have e1 := energy_le_level hT hn i x h1
  have e2 := energy_le_level hU hn j x h2
  have e3 := level_le_energy (hT.add hU) hn k x h3
  have e4 : energy (T + U) x = energy T x + energy U x := by
    simp [energy]
  have hpos : 0 < ‖x‖ ^ 2 := pow_pos (norm_pos_iff.mpr hx) 2
  exact le_of_mul_le_mul_right (by linarith) hpos
```

For an upper bound, exchange high and low. With $i+j=k+n-1$, the number of conditions is $(n-1-i)+(n-1-j)+k=n-1$ again. The surviving state gives

$$\lambda_k(T+U)\|x\|^2\le\mathcal E_{T+U}(x)=\mathcal E_T(x)+\mathcal E_U(x)\le(\lambda_i(T)+\lambda_j(U))\|x\|^2.$$

## How far a perturbation can move a level

```lean
/-- If the energy form of a symmetric perturbation `U` is bounded by `ε ‖x‖²` in absolute value
for every `x`, then adding `U` to a symmetric `T` moves each level by at most `ε`. -/
theorem level_shift_le (hT : T.IsSymmetric) (hU : U.IsSymmetric) (hn : finrank ℂ E = n)
    (ε : ℝ) (hε : ∀ x, |energy U x| ≤ ε * ‖x‖ ^ 2) (k : Fin n) :
    |level (hT.add hU) hn k - level hT hn k| ≤ ε := by
  -- every level of the perturbation lies between `-ε` and `ε`
  have hb : ∀ i, |level hU hn i| ≤ ε := by
    intro i
    have h1 : ‖states hU hn i‖ = 1 := (states hU hn).orthonormal.1 i
    have h2 : energy U (states hU hn i) = level hU hn i := by
      rw [energy, apply_states, inner_smul_right, inner_self_eq_norm_sq_to_K, h1]
      simp
    have h3 := hε (states hU hn i)
    rwa [h2, h1, one_pow, mul_one] at h3
  have hk := k.isLt
  have lo := weyl_lower hT hU hn k ⟨0, by omega⟩ k (by simp)
  have hi := weyl_upper hT hU hn k ⟨n - 1, by omega⟩ k rfl
  have b0 := abs_le.mp (hb ⟨0, by omega⟩)
  have b1 := abs_le.mp (hb ⟨n - 1, by omega⟩)
  exact abs_le.mpr ⟨by linarith [b0.1], by linarith [b1.2]⟩
```

The number $\varepsilon$ bounds the absolute expectation value of the perturbation in every normalised state. Applied to the eigenstates of $U$, the hypothesis gives $|\lambda_i(U)|\le\varepsilon$; this is `hb`. The two Weyl inequalities, with the lowest and highest levels of $U$, then give

$$\lambda_k(T)-\varepsilon\le\lambda_k(T)+\lambda_0(U)\le\lambda_k(T+U)\le\lambda_k(T)+\lambda_{n-1}(U)\le\lambda_k(T)+\varepsilon.$$

For a Hamiltonian matrix in a fixed, finite orthonormal basis, this bounds the error in each level caused by a Hermitian error in the matrix; it does not address the error from truncating the basis. Levels are matched by their position in the order, not by the character of their states, which may change at a crossing.

## The inequality for matrices

```lean
/-- The `k`-th eigenvalue of a Hermitian matrix in ascending order, counted with multiplicity
and numbered from `0`. -/
def matrixLevel {A : Matrix (Fin n) (Fin n) ℂ} (hA : A.IsHermitian) (k : Fin n) : ℝ :=
  level (Matrix.isSymmetric_toEuclideanLin_iff.2 hA) finrank_euclideanSpace_fin k
```

A Hermitian matrix acts as a symmetric operator on $\mathbb C^n$ with its usual inner product, and `matrixLevel` is the level of that operator.

```lean
/-- Weyl's inequality for Hermitian matrices: with eigenvalues in ascending order numbered from `0`
and `i + j < n`, eigenvalue `i + j` of `A + B` is at least eigenvalue `i` of `A` plus eigenvalue `j`
of `B`. -/
theorem weyl_matrix {A B : Matrix (Fin n) (Fin n) ℂ} (hA : A.IsHermitian) (hB : B.IsHermitian)
    (i j : Fin n) (h : (i : ℕ) + j < n) :
    matrixLevel hA i + matrixLevel hB j ≤ matrixLevel (hA.add hB) ⟨i + j, h⟩ := by
  have hA' := Matrix.isSymmetric_toEuclideanLin_iff.2 hA
  have hB' := Matrix.isSymmetric_toEuclideanLin_iff.2 hB
  -- the operator of the sum is the sum of the operators
  have key : ∀ (S : EuclideanSpace ℂ (Fin n) →ₗ[ℂ] EuclideanSpace ℂ (Fin n))
      (hS : S.IsSymmetric), S = Matrix.toEuclideanLin A + Matrix.toEuclideanLin B →
      level hA' finrank_euclideanSpace_fin i + level hB' finrank_euclideanSpace_fin j
        ≤ level hS finrank_euclideanSpace_fin ⟨i + j, h⟩ := by
    rintro _ hS rfl
    exact weyl_lower hA' hB' finrank_euclideanSpace_fin i j ⟨i + j, h⟩ rfl
  exact key _ (Matrix.isSymmetric_toEuclideanLin_iff.2 (hA.add hB)) (map_add _ A B)

end

end WeylInequalities
```

For Hermitian $A$ and $B$ with $i+j<n$, this reads

$$\lambda_i(A)+\lambda_j(B)\le\lambda_{i+j}(A+B).$$

The hypothesis `h` ensures that the index on the right exists. The proof applies `weyl_lower` to the two matrix operators. The step `key` identifies the operator of $A+B$ with the sum of the separate operators, an equality supplied by `map_add`.

In the opening example, $i=0$ and $j=1$ give $0+1\le1$: the bound is attained.

```lean
#print axioms WeylInequalities.level_shift_le
#print axioms WeylInequalities.weyl_matrix
```

```
'WeylInequalities.level_shift_le' depends on axioms: [propext, Classical.choice, Quot.sound]
'WeylInequalities.weyl_matrix' depends on axioms: [propext, Classical.choice, Quot.sound]
```
